# A bounded semilocal channel of finite dimension has a limited number of large matrix elements, however many orthonormal orbitals are used

After the semilocal part of an effective core potential has been transformed to orthonormal orbitals, a program can drop every matrix element whose modulus is below a threshold $t$ and store the rest as a sparse list. I would like to know how long that list can get as I add orbitals.

Take one channel $PUP$, where $P$ is an orthogonal projection of rank $d$ and $U$ is an operator with $\|U\|\le M$. For a finite orthonormal family $f_i$ and $t>0$, I believe that at most $dM^2/t^2$ pairs $(i,j)$ satisfy $|\langle f_i,PUPf_j\rangle|\ge t$, and that the size of the family does not enter. Can this be made rigorous and checked by machine, preferably also for a sum over several channels?

## The channel's dimension and strength limit the count

Yes, and the surrounding space may even be infinite-dimensional, as long as each channel is finite-dimensional. The usual semilocal potential projects onto a whole angular momentum, which is an infinite-dimensional subspace, so this is a result about a finite-dimensional model of it. For a one-electron potential with fixed, bounded channels of this kind, the list of retained matrix elements therefore stays below a fixed length as the orthonormal basis grows. With $d=12$ and $M/t=10$, for example, at most 1200 ordered pairs are kept, even if 1000 orbitals supply a million. The bound is smaller than the total number of pairs only when there are more than $\sqrt d\,M/t$ orbitals. With $d=12$ and a much smaller threshold, $M/t=10^6$, that takes more than three million orbitals, so the bound is informative only for coarse thresholds or very large bases.

Let $K$ be the range of $P$, with orthonormal basis $b_k$, $k=1,\dots,d$. Since $Pb_k=b_k$ and $P$ is self-adjoint, $\langle b_k,Pf_j\rangle=\langle b_k,f_j\rangle$. Expanding $Pf_j$ in this basis and exchanging the sums gives

$$\sum_j\|Pf_j\|^2=\sum_k\sum_j|\langle f_j,b_k\rangle|^2\le\sum_k\|b_k\|^2=d.$$

The inequality is Bessel's, applied to each $b_k$. However many orbitals there are, their total weight inside the channel is at most $d$.

A projection does not lengthen vectors, so $\|PUPx\|\le\|UPx\|\le M\|Px\|$ for every vector $x$. Squaring and summing over the orbitals,

$$\sum_j\|PUPf_j\|^2\le M^2\sum_j\|Pf_j\|^2\le dM^2.$$

Now let $A$ be any bounded operator, and let $n$ be the number of pairs with $|\langle f_i,Af_j\rangle|\ge t$. Each such pair contributes at least $t^2$ to the sum of squared moduli, and the other pairs contribute nothing negative. Bessel's inequality for each vector $Af_j$ then gives

$$nt^2\le\sum_j\sum_i|\langle f_i,Af_j\rangle|^2\le\sum_j\|Af_j\|^2.$$

Setting $A=PUP$ yields $nt^2\le dM^2$, which is the claim.

For several channels, write $V=\sum_l P_lU_lP_l$, where the ranges of the $P_l$ are mutually orthogonal, $P_l$ has rank $d_l$, and $\|U_l\|\le M_l$. The vectors $P_lU_lP_lx$ lie in orthogonal subspaces, so Pythagoras gives

$$\|Vx\|^2=\sum_l\|P_lU_lP_lx\|^2.$$

Summing over $x=f_j$ and using the one-channel estimate for each $l$, the number of pairs is at most $\left(\sum_l d_lM_l^2\right)/t^2$.

The one-channel bound can be attained. Let $U=M\cdot 1$ with $M>0$, let the orbitals be an orthonormal basis of $K$, and set $t=M$. The matrix is $M\delta_{ij}$, so exactly the $d$ diagonal pairs count, and the bound is $dM^2/M^2=d$.

Here is the complete Lean file.

```lean
import Mathlib

open Module

namespace SemilocalIntegralCount

noncomputable section

variable {E : Type*} [NormedAddCommGroup E] [InnerProductSpace ℂ E]
variable {ι κ : Type*} [Fintype ι] [Fintype κ]

/-- One channel `P U P`, where `P` is the orthogonal projection onto the finite-dimensional subspace
`K`. -/
def channel (K : Submodule ℂ E) [FiniteDimensional ℂ K] (U : E →L[ℂ] E) : E →L[ℂ] E :=
  K.starProjection ∘L U ∘L K.starProjection

/-- The sum `∑ P_l U_l P_l` over finitely many finite-dimensional channels `l`, used as a model of a
semilocal potential. -/
def semilocal (K : κ → Submodule ℂ E) [∀ l, FiniteDimensional ℂ (K l)]
    (U : κ → E →L[ℂ] E) : E →L[ℂ] E :=
  ∑ l, channel (K l) (U l)

/-- The pairs `(i, j)` of orbitals whose matrix element `⟨f_i, A f_j⟩` has modulus
at least `t`. -/
def significantPairs (A : E →L[ℂ] E) (f : ι → E) (t : ℝ) : Finset (ι × ι) :=
  Finset.univ.filter fun p => t ≤ ‖inner ℂ (f p.1) (A (f p.2))‖

/-- The total weight of an orthonormal family inside a subspace is at most the dimension
of the subspace. -/
theorem sum_projected_weight_le (K : Submodule ℂ E) [FiniteDimensional ℂ K]
    {f : ι → E} (hf : Orthonormal ℂ f) :
    ∑ j, ‖K.starProjection (f j)‖ ^ 2 ≤ (finrank ℂ K : ℝ) := by
  let b := stdOrthonormalBasis ℂ K
  -- expand the projected vector in an orthonormal basis of the subspace
  have expand : ∀ x : E, ‖K.starProjection x‖ ^ 2 = ∑ k, ‖inner ℂ x (b k : E)‖ ^ 2 := by
    intro x
    have h := b.sum_sq_norm_inner_right ⟨K.starProjection x, K.starProjection_apply_mem x⟩
    have h' : ∑ k, ‖inner ℂ (b k : E) (K.starProjection x)‖ ^ 2
        = ‖K.starProjection x‖ ^ 2 := h
    rw [← h']
    refine Finset.sum_congr rfl fun k _ => ?_
    rw [← Submodule.inner_starProjection_left_eq_right,
      Submodule.starProjection_eq_self_iff.mpr (b k).2, norm_inner_symm]
  simp_rw [expand]
  rw [Finset.sum_comm]
  -- Bessel's inequality for each basis vector of the subspace
  calc ∑ k, ∑ j, ‖inner ℂ (f j) (b k : E)‖ ^ 2
      ≤ ∑ _k : Fin (finrank ℂ K), (1 : ℝ) := by
        refine Finset.sum_le_sum fun k _ => ?_
        have h := hf.sum_inner_products_le (s := Finset.univ) (x := (b k : E))
        have h1 : ‖(b k : E)‖ = 1 := b.orthonormal.1 k
        rwa [h1, one_pow] at h
    _ = (finrank ℂ K : ℝ) := by simp

/-- A channel with `‖U‖ ≤ M` maps `x` to a vector of norm at most `M ‖P x‖`. -/
theorem norm_channel_le (K : Submodule ℂ E) [FiniteDimensional ℂ K] {U : E →L[ℂ] E}
    {M : ℝ} (hU : ‖U‖ ≤ M) (x : E) :
    ‖channel K U x‖ ≤ M * ‖K.starProjection x‖ := by
  calc ‖K.starProjection (U (K.starProjection x))‖
      ≤ ‖K.starProjection‖ * ‖U (K.starProjection x)‖ := K.starProjection.le_opNorm _
    _ ≤ 1 * ‖U (K.starProjection x)‖ := by
        gcongr
        exact K.starProjection_norm_le
    _ = ‖U (K.starProjection x)‖ := one_mul _
    _ ≤ M * ‖K.starProjection x‖ := U.le_of_opNorm_le hU _

/-- For `t > 0` and an orthonormal family, the number of matrix elements of modulus at least `t`,
times `t ^ 2`, is at most `∑ ‖A f_j‖ ^ 2`. -/
theorem card_mul_sq_le (A : E →L[ℂ] E) {f : ι → E} (hf : Orthonormal ℂ f)
    {t : ℝ} (ht : 0 < t) :
    ((significantPairs A f t).card : ℝ) * t ^ 2 ≤ ∑ j, ‖A (f j)‖ ^ 2 := by
  calc ((significantPairs A f t).card : ℝ) * t ^ 2
      = ∑ _p ∈ significantPairs A f t, t ^ 2 := by simp
    _ ≤ ∑ p ∈ significantPairs A f t, ‖inner ℂ (f p.1) (A (f p.2))‖ ^ 2 := by
        refine Finset.sum_le_sum fun p hp => ?_
        exact pow_le_pow_left₀ ht.le (Finset.mem_filter.mp hp).2 2
    _ ≤ ∑ p : ι × ι, ‖inner ℂ (f p.1) (A (f p.2))‖ ^ 2 :=
        Finset.sum_le_sum_of_subset_of_nonneg (Finset.subset_univ _)
          fun _ _ _ => sq_nonneg _
    _ = ∑ j, ∑ i, ‖inner ℂ (f i) (A (f j))‖ ^ 2 := Fintype.sum_prod_type_right _
    _ ≤ ∑ j, ‖A (f j)‖ ^ 2 :=
        Finset.sum_le_sum fun j _ =>
          hf.sum_inner_products_le (s := Finset.univ) (x := A (f j))

/-- The summed squared norms `∑ ‖P U P f_j‖ ^ 2` over an orthonormal family are at most
`d M ^ 2`, with `d` the dimension of the channel and `‖U‖ ≤ M`. -/
theorem sum_channel_sq_le (K : Submodule ℂ E) [FiniteDimensional ℂ K] {U : E →L[ℂ] E}
    {M : ℝ} (hU : ‖U‖ ≤ M) {f : ι → E} (hf : Orthonormal ℂ f) :
    ∑ j, ‖channel K U (f j)‖ ^ 2 ≤ finrank ℂ K * M ^ 2 := by
  calc ∑ j, ‖channel K U (f j)‖ ^ 2
      ≤ ∑ j, M ^ 2 * ‖K.starProjection (f j)‖ ^ 2 := by
        refine Finset.sum_le_sum fun j _ => ?_
        rw [← mul_pow]
        exact pow_le_pow_left₀ (norm_nonneg _) (norm_channel_le K hU _) 2
    _ = M ^ 2 * ∑ j, ‖K.starProjection (f j)‖ ^ 2 := by rw [Finset.mul_sum]
    _ ≤ M ^ 2 * finrank ℂ K :=
        mul_le_mul_of_nonneg_left (sum_projected_weight_le K hf) (sq_nonneg M)
    _ = finrank ℂ K * M ^ 2 := mul_comm _ _

/-- For `t > 0` and one channel of dimension `d` with `‖U‖ ≤ M`, at most `d M ^ 2 / t ^ 2` pairs of
orthonormal orbitals have a matrix element of modulus at least `t`, whatever the number of orbitals.
-/
theorem card_channel_le (K : Submodule ℂ E) [FiniteDimensional ℂ K] {U : E →L[ℂ] E}
    {M : ℝ} (hU : ‖U‖ ≤ M) {f : ι → E} (hf : Orthonormal ℂ f) {t : ℝ} (ht : 0 < t) :
    ((significantPairs (channel K U) f t).card : ℝ) ≤ finrank ℂ K * M ^ 2 / t ^ 2 := by
  rw [le_div_iff₀ (pow_pos ht 2)]
  exact (card_mul_sq_le _ hf ht).trans (sum_channel_sq_le K hU hf)

/-- For `t > 0` and a sum of mutually orthogonal channels of dimensions `d_l` and `‖U_l‖ ≤ M_l`, at
most `(∑ d_l M_l ^ 2) / t ^ 2` pairs of orthonormal orbitals have a matrix element of modulus at
least `t`. -/
theorem card_semilocal_le (K : κ → Submodule ℂ E) [∀ l, FiniteDimensional ℂ (K l)]
    (hK : OrthogonalFamily ℂ (fun l => K l) fun l => (K l).subtypeₗᵢ)
    {U : κ → E →L[ℂ] E} {M : κ → ℝ} (hU : ∀ l, ‖U l‖ ≤ M l)
    {f : ι → E} (hf : Orthonormal ℂ f) {t : ℝ} (ht : 0 < t) :
    ((significantPairs (semilocal K U) f t).card : ℝ)
      ≤ (∑ l, finrank ℂ (K l) * M l ^ 2) / t ^ 2 := by
  -- Pythagoras: different channels contribute orthogonal vectors
  have pyth : ∀ x, ‖semilocal K U x‖ ^ 2 = ∑ l, ‖channel (K l) (U l) x‖ ^ 2 := by
    intro x
    rw [semilocal, sum_apply]
    exact hK.norm_sum
      (fun l => ⟨channel (K l) (U l) x, (K l).starProjection_apply_mem _⟩) Finset.univ
  rw [le_div_iff₀ (pow_pos ht 2)]
  refine (card_mul_sq_le _ hf ht).trans ?_
  simp_rw [pyth]
  rw [Finset.sum_comm]
  exact Finset.sum_le_sum fun l _ => sum_channel_sq_le (K l) (hU l) hf

/-- For `U = M · 1` with `M > 0`, an orthonormal basis of the channel and threshold `t = M`, the
number of pairs is exactly the dimension of the channel. -/
theorem card_channel_sharp (K : Submodule ℂ E) [FiniteDimensional ℂ K]
    (b : OrthonormalBasis ι ℂ K) {M : ℝ} (hM : 0 < M) :
    (significantPairs (channel K ((M : ℂ) • ContinuousLinearMap.id ℂ E))
      (fun i => (b i : E)) M).card = finrank ℂ K := by
  classical
  -- the matrix elements have modulus `M` on the diagonal and `0` elsewhere
  have hval : ∀ i j, ‖inner ℂ (b i : E)
      (channel K ((M : ℂ) • ContinuousLinearMap.id ℂ E) (b j : E))‖
        = if i = j then M else 0 := by
    intro i j
    have hP : K.starProjection (b j : E) = b j :=
      Submodule.starProjection_eq_self_iff.mpr (b j).2
    have ho : inner ℂ (b i : E) (b j : E) = if i = j then (1 : ℂ) else 0 :=
      orthonormal_iff_ite.mp b.orthonormal i j
    have hc : channel K ((M : ℂ) • ContinuousLinearMap.id ℂ E) (b j : E)
        = (M : ℂ) • (b j : E) := by
      change K.starProjection ((M : ℂ) • K.starProjection (b j : E)) = _
      rw [hP, map_smul, hP]
    rw [hc, inner_smul_right, ho]
    split_ifs <;> simp [hM.le]
  have hS : significantPairs (channel K ((M : ℂ) • ContinuousLinearMap.id ℂ E))
      (fun i => (b i : E)) M = Finset.univ.image fun i : ι => (i, i) := by
    ext ⟨i, j⟩
    simp only [significantPairs, Finset.mem_filter, Finset.mem_univ, true_and, hval,
      Finset.mem_image, Prod.mk.injEq]
    constructor
    · intro h
      by_cases hij : i = j
      · exact ⟨i, rfl, hij⟩
      · rw [if_neg hij] at h
        exact absurd h (not_le_of_gt hM)
    · rintro ⟨k, rfl, rfl⟩
      simp
  rw [hS, Finset.card_image_of_injective _ fun i j h => congrArg Prod.fst h,
    Finset.card_univ, finrank_eq_card_basis b.toBasis]

/-- The coordinate lines of `ℂⁿ` are mutually orthogonal subspaces. -/
theorem orthogonal_channels_witness (n : ℕ) :
    OrthogonalFamily ℂ
      (fun l : Fin n => Submodule.span ℂ {EuclideanSpace.single l (1 : ℂ)})
      fun l => (Submodule.span ℂ {EuclideanSpace.single l (1 : ℂ)}).subtypeₗᵢ := by
  intro i j hij v w
  obtain ⟨a, ha⟩ := Submodule.mem_span_singleton.mp v.2
  obtain ⟨c, hc⟩ := Submodule.mem_span_singleton.mp w.2
  change inner ℂ (v : EuclideanSpace ℂ (Fin n)) (w : EuclideanSpace ℂ (Fin n)) = 0
  rw [← ha, ← hc, inner_smul_left, inner_smul_right]
  simp [EuclideanSpace.inner_single_left, hij]

end

end SemilocalIntegralCount
```

```lean
#print axioms SemilocalIntegralCount.card_channel_le
#print axioms SemilocalIntegralCount.card_semilocal_le
#print axioms SemilocalIntegralCount.card_channel_sharp
```

```
'SemilocalIntegralCount.card_channel_le' depends on axioms: [propext, Classical.choice, Quot.sound]
'SemilocalIntegralCount.card_semilocal_le' depends on axioms: [propext, Classical.choice, Quot.sound]
'SemilocalIntegralCount.card_channel_sharp' depends on axioms: [propext, Classical.choice, Quot.sound]
```

## What the Lean statements say about a core potential

The space of one-electron states is `E`, a complex inner-product space with no assumption of completeness or finite dimension. A channel is a subspace `K` of finite dimension, its projection is `K.starProjection`, and `finrank ℂ K` is $d$. The type `E →L[ℂ] E` makes `U` a bounded linear operator; it need not be self-adjoint. The definitions `channel` and `semilocal` are $PUP$ and its sum over $l$.

The orbitals are `f : ι → E` with a finite index type `ι`, and `Orthonormal ℂ f` says that they are normalised and mutually orthogonal. The set `significantPairs A f t` contains ordered pairs: $(i,j)$ and $(j,i)$ count separately, diagonal elements are included, and a modulus equal to $t$ counts as large.

The theorem `card_channel_le` is the one-channel bound. The number of orbitals appears nowhere on its right-hand side. The theorem `card_semilocal_le` is the bound for several channels, with the extra hypothesis `hK` that different channels are orthogonal. Physically, this is the orthogonality of different angular momenta about one nucleus. Channels centred on different nuclei generally overlap, so the theorem does not apply to their combined sum.

Finite dimension is a genuine restriction. A semilocal effective core potential in its usual form contains the full projector onto angular momentum $l$, which leaves the radial function free and has infinite rank. The theorem applies once the channel is spanned by finitely many radial functions, say $n_r$ linearly independent ones, each multiplied by the $2l+1$ spherical harmonics; then $d_l=n_r(2l+1)$. If $n_r$ is enlarged along with the orbital basis, the bound grows too. For the full projector and a radial potential that exceeds $t$ on some shell, no such bound exists: there are arbitrarily many orthonormal functions of angular momentum $l$ supported in that shell, and each has a diagonal element of at least $t$.

The number $M$ is an upper bound on the strength of the potential, in the same energy unit as $t$; for a radial potential $U(r)$ it has to bound the modulus $|U(r)|$. A radial potential that diverges at the nucleus is not a bounded operator, and has to be regularised or replaced by its finite matrix within the channel before it can serve as `U`. Overlapping atomic basis functions must be orthonormalised first. The theorems also do not say which pairs are large, how to find them cheaply, or what error results from dropping the others.

## From Bessel's inequality to the count in Lean

The lemma `sum_projected_weight_le` proves that the total weight is at most $d$. Its internal statement `expand` writes $\|Px\|^2$ as a sum over `stdOrthonormalBasis ℂ K`, moving the projection onto the basis vector, where it acts as the identity. `Finset.sum_comm` exchanges the two sums, and `hf.sum_inner_products_le` is Bessel's inequality for each $b_k$.

The lemma `norm_channel_le` gives $\|PUPx\|\le M\|Px\|$. Its `calc` chain uses first that the projection has norm at most one, then the bound on `U`.

The counting step is `card_mul_sq_le`, which holds for any bounded operator `A`. It writes the count times $t^2$ as a constant sum over the large pairs, compares that sum term by term with the squared moduli, and extends it to all pairs. `Fintype.sum_prod_type_right` then arranges the sum with $j$ outside and $i$ inside, so that Bessel's inequality applies to each `A (f j)`.

The lemma `sum_channel_sq_le` combines the first two results into $\sum_j\|PUPf_j\|^2\le dM^2$. In `card_channel_le`, multiplying through by the positive number $t^2$ leaves an inequality that follows by chaining `card_mul_sq_le` with `sum_channel_sq_le`.

In `card_semilocal_le`, the statement `pyth` is the Pythagorean step, taken from `hK.norm_sum`. After the sums over orbitals and channels are exchanged, `sum_channel_sq_le` bounds each channel separately.

The theorem `card_channel_sharp` treats the case of equality. Its statement `hval` computes the moduli of the matrix elements as $M$ on the diagonal and zero elsewhere, and `hS` identifies the large pairs with the diagonal, whose size is the dimension of `K`. Finally, `orthogonal_channels_witness` gives a concrete family satisfying `hK`: the coordinate lines of $\mathbb{C}^n$, where the inner product of multiples of two different coordinate unit vectors vanishes.

## Assuming a bound on the summed squares

The model could also start from a single constant $C$ with $\sum_j\|Af_j\|^2\le C$ for every finite orthonormal family. The lemma `card_mul_sq_le` would then give at most $C/t^2$ large pairs directly. This version would admit some operators of infinite rank, namely those of Hilbert–Schmidt type, and would need neither projections nor orthogonal channels. In return, $C$ would have to be estimated for each potential, whereas the present statement builds it from the dimension and strength of each channel.
